# Monotone, exponential convergence of the projected energy for a real symmetric matrix and a trial vector with ground-state weight

A projection run in imaginary time can look converged while it sits at the wrong energy. Take two levels at energies 0 and 1, and a normalised trial vector with weight $10^{-6}$ on the lower one. At imaginary time 5 the projected energy is still above 0.999, and its curve is almost flat. Flatness alone does not bound the remaining error. The problems below derive a bound from the ground-state weight, the gap and the initial energy error.

In orbital-space quantum Monte Carlo, this bound applies to the ideal projection in a finite orthonormal basis, started from the trial vector itself, with the exact propagator and without sampling noise, time-step error or constraints on the walkers. The Hamiltonian matrix must be real and symmetric.

## The projected energy and the ground component

Let $H$ be a real matrix over a finite index set `n`, for instance a set of determinants, and let $x$ be a real coefficient vector, `x : n → ℝ`. In Lean, `⬝ᵥ` is the dot product and `*ᵥ` applies a matrix to a vector. Imaginary time $t$ is measured in inverse energy units.

```lean
import Mathlib

open Matrix

namespace ImaginaryTimeProjection

noncomputable section

variable {n : Type*} [Fintype n] [DecidableEq n]
```

The overlap of the trial vector with its evolved copy is $N(t)=x\cdot e^{-tH}x$, where `NormedSpace.exp` is the true matrix exponential.

```lean
/-- The overlap `⟨x, exp(-tH) x⟩` of a trial vector with its imaginary-time evolution. -/
def projectedNorm (H : Matrix n n ℝ) (x : n → ℝ) (t : ℝ) : ℝ :=
  x ⬝ᵥ (NormedSpace.exp ((-t) • H) *ᵥ x)
```

The projected energy is
$$E(t)=\frac{x\cdot He^{-tH}x}{N(t)}.$$
This is the mixed estimator in which the same $x$ serves as trial vector and as starting vector.

```lean
/-- The projected energy `⟨x, H exp(-tH) x⟩ / ⟨x, exp(-tH) x⟩`, for symmetric `H` and
nonzero `x`. -/
def projectedEnergy (H : Matrix n n ℝ) (x : n → ℝ) (t : ℝ) : ℝ :=
  x ⬝ᵥ ((H * NormedSpace.exp ((-t) • H)) *ᵥ x) / projectedNorm H x t
```

Now let $E$ be a fixed number, not the function $E(t)$. The component $u$ of $x$ at energy $E$ is fixed by two conditions: $Hu=Eu$, and $x-u$ is orthogonal to every solution of $Hv=Ev$. This allows for degeneracy and needs no choice of eigenbasis.

```lean
/-- `u` is the orthogonal projection of `x` on the solutions of `H v = E v`. -/
def IsEigenComponent (H : Matrix n n ℝ) (E : ℝ) (x u : n → ℝ) : Prop :=
  H *ᵥ u = E • u ∧ ∀ v, H *ᵥ v = E • v → v ⬝ᵥ (x - u) = 0
```

## (a) Orthogonal eigenmodes

**Task.** For symmetric $H$, find a square matrix $U$ and real numbers $e_i$ with
$$U^TU=1,\qquad HU=U\,\mathrm{diag}(e).$$

**Solution.** If the index set is empty, there is nothing to prove. Otherwise $v\cdot Hv$ has a maximum on the unit sphere, and there $Hv=\lambda v$ by the Lagrange condition. If $w\cdot v=0$, then $Hw\cdot v=w\cdot Hv=\lambda\, w\cdot v=0$, so $H$ maps the orthogonal complement of $v$ to itself. Repeating the argument in that complement gives an orthonormal set of eigenvectors that spans the space. Put them in the columns of $U$.

Lean takes this basis from Mathlib as `hA.eigenvectorBasis` and checks the two matrix equations entry by entry.

```lean
/-- A real symmetric Hamiltonian has an orthogonal matrix of eigenmodes. -/
theorem exists_eigenmodes {H : Matrix n n ℝ} (hH : H.IsSymm) :
    ∃ (U : Matrix n n ℝ) (e : n → ℝ), Uᵀ * U = 1 ∧ H * U = U * diagonal e := by
  have hA : H.IsHermitian := by
    rw [Matrix.IsHermitian, Matrix.conjTranspose_eq_transpose_of_trivial]
    exact hH
  refine ⟨Matrix.of fun i j => (hA.eigenvectorBasis j).ofLp i, hA.eigenvalues, ?_, ?_⟩
  · ext i j
    have h := orthonormal_iff_ite.mp hA.eigenvectorBasis.orthonormal i j
    rw [PiLp.inner_apply] at h
    rw [Matrix.mul_apply, Matrix.one_apply, ← h]
    refine Finset.sum_congr rfl fun k _ => ?_
    simp [mul_comm]
  · ext i j
    rw [Matrix.mul_diagonal]
    refine (congrFun (hA.mulVec_eigenvectorBasis j) i).trans ?_
    simp [mul_comm]
```

## (b) The propagator in the same modes

**Task.** Show that the modes of $H$ also diagonalise the propagator:
$$e^{-tH}=U\,\mathrm{diag}(e^{-te_i})\,U^T.$$

**Solution.** Since $U$ is square, $U^TU=1$ gives $UU^T=1$, and so $H=U\,\mathrm{diag}(e)\,U^T$. In a power of $-tH$ the inner factors $U^TU$ cancel, so that $(-tH)^k=U\,\mathrm{diag}((-te_i)^k)\,U^T$. Dividing by $k!$ and summing over $k$ gives the claim.

In Lean, `Matrix.exp_conj` moves the exponential inside the conjugation, and `Matrix.exp_diagonal` evaluates it on the diagonal.

```lean
/-- In orthogonal eigenmodes of `H` the propagator `exp(-tH)` is diagonal, with entries
`exp(-t e i)`. -/
theorem exp_eigenmodes {H U : Matrix n n ℝ} {e : n → ℝ} (hU : Uᵀ * U = 1)
    (hHU : H * U = U * diagonal e) (t : ℝ) :
    NormedSpace.exp ((-t) • H) = U * diagonal (fun i => Real.exp (-t * e i)) * Uᵀ := by
  have hU' : U * Uᵀ = 1 := mul_eq_one_comm.mp hU
  have hinv : U⁻¹ = Uᵀ := Matrix.inv_eq_left_inv hU
  have hunit : IsUnit U := ⟨⟨U, Uᵀ, hU', hU⟩, rfl⟩
  have hd : diagonal (fun i => -t * e i) = (-t) • diagonal e := by
    ext i j
    rcases eq_or_ne i j with rfl | h
    · simp
    · simp [h]
  have hs : (-t) • H = U * diagonal (fun i => -t * e i) * U⁻¹ := by
    rw [hinv, hd, Matrix.mul_smul, Matrix.smul_mul, ← hHU, Matrix.mul_assoc, hU',
      Matrix.mul_one]
  have he : NormedSpace.exp (fun i => -t * e i) = fun i => Real.exp (-t * e i) := by
    funext i
    rw [Pi.coe_exp, Real.exp_eq_exp_ℝ]
  rw [hs, Matrix.exp_conj _ _ hunit, Matrix.exp_diagonal, hinv, he]
```

## (c) Quadratic forms as weighted sums

**Task.** For any $d$, with amplitudes $c=U^Tx$, show that
$$x\cdot U\,\mathrm{diag}(d)\,U^Tx=\sum_i d_i c_i^2.$$

**Solution.** Move $U$ to the left factor: $x\cdot U(\mathrm{diag}(d)c)=(U^Tx)\cdot(\mathrm{diag}(d)c)=\sum_i c_i d_i c_i$. The rewrites in Lean make the same move, and orthogonality of $U$ is not needed.

```lean
/-- The quadratic form of `U d Uᵀ` at `x`, with `d` diagonal, is the sum of the entries of `d`
weighted by the squared amplitudes `(Uᵀ x) i`. -/
theorem expectation_modes (U : Matrix n n ℝ) (d x : n → ℝ) :
    x ⬝ᵥ ((U * diagonal d * Uᵀ) *ᵥ x) = ∑ i, d i * (Uᵀ *ᵥ x) i ^ 2 := by
  rw [← Matrix.mulVec_mulVec, ← Matrix.mulVec_mulVec, Matrix.dotProduct_mulVec,
    ← Matrix.mulVec_transpose]
  simp only [dotProduct, Matrix.mulVec_diagonal]
  exact Finset.sum_congr rfl fun i _ => by ring
```

## (d) Overlap and energy in modes

**Task.** For $x\neq0$ and any real $m$, show that
$$N(t)=\sum_i e^{-te_i}c_i^2>0,\qquad (E(t)-m)N(t)=\sum_i(e_i-m)e^{-te_i}c_i^2.$$

**Solution.** The formula for $N(t)$ is (b) inserted into (c). If all $c_i$ vanished, then $x=Uc=0$; so some term is positive and none is negative. For the energy, $He^{-tH}=U\,\mathrm{diag}(e_ie^{-te_i})\,U^T$, and (c) gives $E(t)N(t)=\sum_i e_ie^{-te_i}c_i^2$. Subtract $mN(t)$.

Lean proves positivity with `Finset.sum_pos'`. The free reference energy $m$ lets one identity serve both remaining parts.

```lean
/-- In orthogonal eigenmodes and for nonzero `x`, the overlap is positive and is the sum of the
weights `exp(-t e i) (Uᵀ x) i ^ 2`, and these weights average `e i - m` to the projected energy
minus `m`. -/
theorem projected_modes {H U : Matrix n n ℝ} {e : n → ℝ} (hU : Uᵀ * U = 1)
    (hHU : H * U = U * diagonal e) {x : n → ℝ} (hx : x ≠ 0) (t : ℝ) :
    0 < projectedNorm H x t ∧
    projectedNorm H x t = ∑ i, Real.exp (-t * e i) * (Uᵀ *ᵥ x) i ^ 2 ∧
    ∀ m, (projectedEnergy H x t - m) * projectedNorm H x t =
      ∑ i, (e i - m) * (Real.exp (-t * e i) * (Uᵀ *ᵥ x) i ^ 2) := by
  have h1 : projectedNorm H x t = ∑ i, Real.exp (-t * e i) * (Uᵀ *ᵥ x) i ^ 2 := by
    rw [projectedNorm, exp_eigenmodes hU hHU, expectation_modes]
  obtain ⟨i, hi⟩ : ∃ i, (Uᵀ *ᵥ x) i ≠ 0 := by
    by_contra! h
    apply hx
    calc x = U *ᵥ (Uᵀ *ᵥ x) := by
          rw [Matrix.mulVec_mulVec, mul_eq_one_comm.mp hU, Matrix.one_mulVec]
      _ = 0 := by rw [show Uᵀ *ᵥ x = 0 from funext h, Matrix.mulVec_zero]
  have hpos : 0 < projectedNorm H x t := by
    rw [h1]
    exact Finset.sum_pos' (fun j _ => by positivity) ⟨i, Finset.mem_univ i, by positivity⟩
  refine ⟨hpos, h1, fun m => ?_⟩
  rw [projectedEnergy, sub_mul, div_mul_cancel₀ _ hpos.ne', h1, exp_eigenmodes hU hHU,
    ← Matrix.mul_assoc, ← Matrix.mul_assoc, hHU, Matrix.mul_assoc U,
    Matrix.diagonal_mul_diagonal, expectation_modes, Finset.mul_sum, ← Finset.sum_sub_distrib]
  exact Finset.sum_congr rfl fun i _ => by ring
```

## (e) The energy never rises

**Task.** For symmetric $H$ and $x\ne0$, show that
$$s\le t\ \Longrightarrow\ E(t)\le E(s).$$

**Solution.** Set $m=E(s)$. By (d) at time $s$, $\sum_i(e_i-m)e^{-se_i}c_i^2=0$. For every mode,
$$(e_i-m)e^{-(t-s)e_i}\le(e_i-m)e^{-(t-s)m}.$$
If $e_i\ge m$, the left exponential is the smaller one and the prefactor is nonnegative; if $e_i\le m$, both signs are reversed. Multiply by $e^{-se_i}c_i^2$ and sum:
$$(E(t)-m)N(t)\le e^{-(t-s)m}\cdot0=0.$$
Since $N(t)>0$, $E(t)\le m$.

The summed inequality is `key`, and `le_total` splits the two cases. `Antitone` refers to all real times, negative ones included.

```lean
/-- For symmetric `H` and a nonzero trial vector the projected energy never increases with
imaginary time. -/
theorem projectedEnergy_antitone {H : Matrix n n ℝ} (hH : H.IsSymm) {x : n → ℝ}
    (hx : x ≠ 0) : Antitone (projectedEnergy H x) := by
  intro s t hst
  obtain ⟨U, e, hU, hHU⟩ := exists_eigenmodes hH
  obtain ⟨ht, -, Ht⟩ := projected_modes hU hHU hx t
  have Hs := (projected_modes hU hHU hx s).2.2 (projectedEnergy H x s)
  replace Ht := Ht (projectedEnergy H x s)
  rw [sub_self, zero_mul] at Hs
  generalize projectedEnergy H x s = m at Hs Ht ⊢
  -- relative to `exp(-(t - s) m)`, modes above `m` are not enhanced and those below not damped
  have key : ∑ i, (e i - m) * (Real.exp (-t * e i) * (Uᵀ *ᵥ x) i ^ 2) ≤
      Real.exp (-(t - s) * m) * ∑ i, (e i - m) * (Real.exp (-s * e i) * (Uᵀ *ᵥ x) i ^ 2) := by
    rw [Finset.mul_sum]
    refine Finset.sum_le_sum fun i _ => ?_
    have h1 : (e i - m) * Real.exp (-(t - s) * e i) ≤ (e i - m) * Real.exp (-(t - s) * m) := by
      rcases le_total (e i) m with h | h
      · exact mul_le_mul_of_nonpos_left (Real.exp_le_exp.mpr (by
          nlinarith [mul_nonneg (sub_nonneg.mpr hst) (sub_nonneg.mpr h)])) (sub_nonpos.mpr h)
      · exact mul_le_mul_of_nonneg_left (Real.exp_le_exp.mpr (by
          nlinarith [mul_nonneg (sub_nonneg.mpr hst) (sub_nonneg.mpr h)])) (sub_nonneg.mpr h)
    have h2 := mul_le_mul_of_nonneg_right h1
      (show 0 ≤ Real.exp (-s * e i) * (Uᵀ *ᵥ x) i ^ 2 by positivity)
    rw [show -t * e i = -(t - s) * e i + -s * e i by ring, Real.exp_add]
    linarith
  rw [← Ht, ← Hs, mul_zero] at key
  by_contra! h
  linarith [mul_pos (sub_pos.mpr h) ht]
```

## (f) The error bound

**Task.** Let $H$ be symmetric, let each of its eigenvalues be $E_0$ or at least $E_0+g$, with $g>0$, and let $x$ be a unit vector whose $E_0$-component $u$ has weight $p=u\cdot u>0$. Show that $E$ is nonincreasing and that for $t\ge0$
$$0\le E(t)-E_0\le\frac{(E(0)-E_0)\,e^{-gt}}{p}.$$

**Solution.** Monotonicity is (e). Each column of $U$ is a nonzero eigenvector, so each $e_i$ is $E_0$ or at least $E_0+g$. Then (d) with $m=E_0$ has only nonnegative terms, which gives the lower bound.

For the upper bound, first estimate the overlap. If $e_i=E_0$, column $i$ lies in the eigenspace and is orthogonal to $x-u$, so $c_i=(U^Tu)_i$. If $e_i\ne E_0$, then $Hu=E_0u$ gives $(E_0-e_i)(U^Tu)_i=0$, so $(U^Tu)_i=0$. As $p=\sum_i(U^Tu)_i^2$,
$$N(t)\ge e^{-tE_0}p.$$

Next estimate the numerator. Terms with $e_i=E_0$ vanish, and the others satisfy $e^{-te_i}\le e^{-gt}e^{-tE_0}$. Since $N(0)=x\cdot x=1$,
$$(E(t)-E_0)N(t)\le e^{-gt}e^{-tE_0}\sum_i(e_i-E_0)c_i^2=e^{-gt}e^{-tE_0}(E(0)-E_0).$$
Insert the bound on $N(t)$, cancel $e^{-tE_0}$ and divide by $p$.

In Lean, `hgap` is the spectral condition, `hx` the normalisation, `hu` the definition of $u$ and `hp` the positive weight. Because $u\neq0$, $E_0$ is an eigenvalue, and by `hgap` the lowest; $g$ may be any positive lower bound on the gap. The steps `hev`, `hD`, `hpos` and `hN` are the restriction on the $e_i$, the overlap estimate, the lower bound and the numerator estimate. Both $g$ and $p$ are inputs: the theorem does not supply them for a given molecule.

```lean
/-- Let every eigenvalue of the symmetric `H` be `E₀` or at least `E₀ + g`, with `g > 0`, and
let the unit vector `x` have `E₀`-component `u ≠ 0`, of weight `p = u ⬝ᵥ u`. The projected
energy never increases, and for `t ≥ 0` its error lies between `0` and
`(E(0) - E₀) exp(-gt) / p`. -/
theorem projectedEnergy_convergence {H : Matrix n n ℝ} (hH : H.IsSymm) {E₀ g : ℝ}
    (hg : 0 < g) (hgap : ∀ μ v, v ≠ 0 → H *ᵥ v = μ • v → μ = E₀ ∨ E₀ + g ≤ μ)
    {x u : n → ℝ} (hx : x ⬝ᵥ x = 1) (hu : IsEigenComponent H E₀ x u) (hp : 0 < u ⬝ᵥ u) :
    Antitone (projectedEnergy H x) ∧ ∀ t, 0 ≤ t →
      0 ≤ projectedEnergy H x t - E₀ ∧ projectedEnergy H x t - E₀ ≤
        (projectedEnergy H x 0 - E₀) * Real.exp (-g * t) / (u ⬝ᵥ u) := by
  have hx0 : x ≠ 0 := by
    rintro rfl
    simp at hx
  refine ⟨projectedEnergy_antitone hH hx0, fun t ht => ?_⟩
  obtain ⟨U, e, hU, hHU⟩ := exists_eigenmodes hH
  have hcol : ∀ i, H *ᵥ (fun k => U k i) = e i • (fun k => U k i) := fun i => by
    funext k
    have h := congrFun (congrFun hHU k) i
    rw [Matrix.mul_diagonal] at h
    exact h.trans (mul_comm (U k i) (e i))
  have hev : ∀ i, e i = E₀ ∨ E₀ + g ≤ e i := fun i => by
    refine hgap _ _ (fun h0 => ?_) (hcol i)
    have h := congrFun (congrFun hU i) i
    have hz : ∀ k, U k i = 0 := congrFun h0
    rw [Matrix.mul_apply, Matrix.one_apply_eq] at h
    simp [hz] at h
  have hlow : ∀ i, 0 ≤ e i - E₀ := fun i => by
    rcases hev i with h | h <;> linarith
  obtain ⟨hn, hsum, Ht⟩ := projected_modes hU hHU hx0 t
  -- the overlap is at least the contribution of the ground component
  have hD : Real.exp (-t * E₀) * (u ⬝ᵥ u) ≤ projectedNorm H x t := by
    have hT := congrArg Matrix.transpose hHU
    rw [Matrix.transpose_mul, Matrix.transpose_mul, Matrix.diagonal_transpose, hH.eq] at hT
    have pars := expectation_modes U (fun _ => 1) u
    rw [Matrix.diagonal_one, Matrix.mul_one, mul_eq_one_comm.mp hU, Matrix.one_mulVec] at pars
    rw [hsum, pars, Finset.mul_sum]
    refine Finset.sum_le_sum fun i _ => ?_
    by_cases h : e i = E₀
    · have h3 := hu.2 (fun k => U k i) (by rw [← h]; exact hcol i)
      rw [dotProduct_sub] at h3
      have h4 : (Uᵀ *ᵥ x) i = (Uᵀ *ᵥ u) i := sub_eq_zero.mp h3
      exact le_of_eq (by rw [h4, h, one_mul])
    · have h1 := congrFun (congrArg (fun M => M *ᵥ u) hT) i
      simp only [← Matrix.mulVec_mulVec, hu.1, Matrix.mulVec_smul, Matrix.mulVec_diagonal,
        Pi.smul_apply, smul_eq_mul] at h1
      have h2 : (E₀ - e i) * (Uᵀ *ᵥ u) i = 0 := by linear_combination h1
      have h5 := (mul_eq_zero.mp h2).resolve_left (sub_ne_zero.mpr (Ne.symm h))
      have h6 : 0 ≤ Real.exp (-t * e i) * (Uᵀ *ᵥ x) i ^ 2 := by positivity
      rw [h5]
      linarith
  have hpos : 0 ≤ projectedEnergy H x t - E₀ := by
    refine le_of_mul_le_mul_right ?_ hn
    rw [zero_mul, Ht]
    exact Finset.sum_nonneg fun i _ => mul_nonneg (hlow i) (by positivity)
  have H0 := (projected_modes hU hHU hx0 0).2.2 E₀
  rw [show projectedNorm H x 0 = 1 by simp [projectedNorm, hx], mul_one] at H0
  simp only [neg_zero, zero_mul, Real.exp_zero, one_mul] at H0
  -- relative to `exp(-t E₀)`, every excited mode decays at least as fast as `exp(-g t)`
  have hN : (projectedEnergy H x t - E₀) * projectedNorm H x t ≤
      Real.exp (-g * t) * Real.exp (-t * E₀) * (projectedEnergy H x 0 - E₀) := by
    rw [Ht, H0, Finset.mul_sum]
    refine Finset.sum_le_sum fun i _ => ?_
    rcases hev i with h | h
    · simp [h]
    · have h1 : Real.exp (-t * e i) ≤ Real.exp (-g * t) * Real.exp (-t * E₀) := by
        rw [← Real.exp_add, Real.exp_le_exp]
        nlinarith [mul_le_mul_of_nonneg_left h ht]
      have h2 := mul_le_mul_of_nonneg_left h1 (mul_nonneg (hlow i) (sq_nonneg ((Uᵀ *ᵥ x) i)))
      linarith
  refine ⟨hpos, ?_⟩
  rw [le_div_iff₀ hp]
  refine le_of_mul_le_mul_right ?_ (Real.exp_pos (-t * E₀))
  linarith [mul_le_mul_of_nonneg_left hD hpos]

end

end ImaginaryTimeProjection
```

```lean
#print axioms ImaginaryTimeProjection.projectedEnergy_convergence
```

```
'ImaginaryTimeProjection.projectedEnergy_convergence' depends on axioms: [propext, Classical.choice, Quot.sound]
```

## Two levels with numbers

Take $H=\mathrm{diag}(0,1)$ and $x=(3/5,4/5)$. Then $E_0=0$, $g=1$, $u=(3/5,0)$, $p=0.36$ and $E(0)=0.64$. At $t=\ln16$ the excited term in the overlap $N(t)$ has shrunk by a factor of 16, so
$$E(t)=\frac{0.64/16}{0.36+0.64/16}=\frac{0.04}{0.40}=0.1,$$
while the bound is $0.04/0.36=1/9\approx0.111$.

## A trial vector without ground-state weight

Keep $H=\mathrm{diag}(0,1)$ but take $x=(0,1)$. Now $u=0$, so `hp` fails while the other hypotheses hold. The evolved vector is $e^{-t}x$ and $E(t)=1$ at every time. The energy is still nonincreasing, but it never approaches $E_0=0$.
